# The Dirac–Coulomb virial theorem for radial bound states

Before a virial theorem can be stated for an electron in a Coulomb field, one must decide which solutions of the radial Dirac equations count as bound states. Here a bound state is a pair of real functions $G$ and $F$ that solve the equations for $r>0$, tend to zero as $r\to0^+$, and are square-integrable on $(0,\infty)$. For $|a|<|\kappa|$, with $-a/r$ the potential and $\kappa$ the angular quantum number, the condition at the origin excludes the solutions that grow like $r^{-\sqrt{\kappa^2-a^2}}$ there. Square-integrability stands for a finite norm. No decay at infinity is assumed beyond that.

In units $\hbar=m=c=1$, with potential energy $-a/r$ (for a point nucleus of charge number $Z$, $a=Z\alpha$ with $\alpha$ the fine-structure constant), angular quantum number $\kappa$ and energy $E$ (rest energy included), the equations are

$$G'=-\frac{\kappa}{r}G+\Big(E+1+\frac ar\Big)F,\qquad F'=\frac{\kappa}{r}F-\Big(E-1+\frac ar\Big)G .$$

The factor $r^2$ of the volume element is absorbed in $G$ and $F$, so the norm is $\int_0^\infty(G^2+F^2)\,dr$. The claim is that every bound state satisfies

$$\int_0^\infty (G^2-F^2)\,dr=E\int_0^\infty (G^2+F^2)\,dr .$$

For a normalised state the left side is the expectation value of the Dirac matrix $\beta$, and it equals the energy. For a single electron in the field of a fixed point charge, this gives a consistency test for a numerical radial Dirac solver. The identity is specific to the $1/r$ potential; virial theorems for other potentials involve $rV'(r)$.

## A function whose derivative is the virial identity

Write $P=r(E+1)+a$ and $M=r(E-1)+a$, so that $rG'=-\kappa G+PF$ and $rF'=\kappa F-MG$. Define

$$W=PF^2+MG^2-2\kappa GF .$$

Differentiating the coefficients $P$ and $M$ gives $(E+1)F^2+(E-1)G^2$. The derivatives of $G$ and $F$ contribute

$$2PFF'+2MGG'=\frac{2\kappa}{r}\,(PF^2-MG^2),\qquad -2\kappa(G'F+GF')=-\frac{2\kappa}{r}\,(PF^2-MG^2),$$

which cancel. Hence

$$W'=E(G^2+F^2)-(G^2-F^2).$$

At the origin $W\to0$, because $G$ and $F$ do and the coefficients stay bounded.

Infinity needs more care. Square-integrability alone does not make a function tend to zero, let alone $rG^2$, so the boundary term may not simply be discarded. Instead, note that $W'$ is integrable, so $W$ has a limit $L$. For $r\ge1$ we have $|P|,|M|\le r(|E|+1+|a|)$ and $|2\kappa GF|\le|\kappa|(G^2+F^2)$, and therefore

$$|W|\le C\,r\,(G^2+F^2),\qquad C=|E|+1+|a|+|\kappa| .$$

If $L\neq0$, then $|W|>|L|/2$ for large $r$, so $G^2+F^2\ge |L|/(2Cr)$ there. The right side is not integrable at infinity, whereas the left side is. So $L=0$, and integrating $W'$ over the half-line gives the claim.

Since $|\int(G^2-F^2)\,dr|\le\int(G^2+F^2)\,dr$, a bound state of positive norm has $|E|\le1$. For $a\neq0$ the inequality is strict: $E=1$ would force $F=0$, and the second radial equation would then give $G=0$; for $E=-1$ the same argument applies with $G$ and $F$ exchanged and the first equation.

## The explicit state with energy $\sqrt{1-a^2}$

For $0<a<1$ let $g=\sqrt{1-a^2}$, $b=(1-g)/a$, $G=r^g e^{-ar}$ and $F=-bG$. Then $ab=1-g$ and $b(1+g)=(1-g^2)/a=a$. With $G'=(g/r-a)G$,

$$G'-\frac Gr=-\Big(a+\frac{1-g}{r}\Big)G=\Big(g+1+\frac ar\Big)F,$$

$$F'+\frac Fr=-b\Big(\frac{g+1}{r}-a\Big)G=-\Big(g-1+\frac ar\Big)G .$$

These are the radial equations with $\kappa=-1$ and $E=g$. Both functions vanish at the origin because $g>0$, and the exponential makes them square-integrable. The virial theorem then says that the ratio of $\int_0^\infty(G^2-F^2)\,dr$ to $\int_0^\infty(G^2+F^2)\,dr$ is $g$. Direct substitution agrees: $b^2=(1-g)/(1+g)$, so $(1-b^2)/(1+b^2)=g$. After normalisation the upper component carries weight $(1+g)/2$ and the lower one $(1-g)/2$.

## The bound-state conditions in Lean

```lean
import Mathlib

open MeasureTheory Set Filter Topology

namespace DiracVirial

noncomputable section
```

The structure below collects the conditions. `HasDerivAt` states each radial equation at every $r>0$, `𝓝[>] 0` denotes approach to zero from the right, and `Ioi 0` is the half-line $(0,\infty)$. The parameters `a`, `κ` and `E` are arbitrary real numbers, so the theorem covers the physical nonzero integers $\kappa$ without using that they are integers. The zero pair is also admitted.

```lean
/-- A bound state of the radial Dirac equations on `r > 0` with potential `-a/r`, angular quantum
number `κ` and energy `E` (units `ħ = m = c = 1`): the radial functions `G` and `F` tend to zero as
`r → 0⁺` and are square-integrable on `(0, ∞)`. -/
structure IsBoundState (a κ E : ℝ) (G F : ℝ → ℝ) : Prop where
  upper : ∀ r, 0 < r → HasDerivAt G (-κ * G r / r + (E + 1 + a / r) * F r) r
  lower : ∀ r, 0 < r → HasDerivAt F (κ * F r / r - (E - 1 + a / r) * G r) r
  upper_zero : Tendsto G (𝓝[>] 0) (𝓝 0)
  lower_zero : Tendsto F (𝓝[>] 0) (𝓝 0)
  upper_sq : IntegrableOn (fun r => G r ^ 2) (Ioi 0)
  lower_sq : IntegrableOn (fun r => F r ^ 2) (Ioi 0)
```

The function $W$ is written out in full, with the coefficients $P$ and $M$ expanded.

```lean
/-- The virial function, a quadratic form in the two radial functions. -/
def virialFn (a κ E : ℝ) (G F : ℝ → ℝ) (r : ℝ) : ℝ :=
  (r * (E + 1) + a) * F r ^ 2 + (r * (E - 1) + a) * G r ^ 2 - 2 * κ * G r * F r
```

## The derivative and the behaviour at both ends

The first theorem computes $W'$. The local statement `hsq` is the rule for differentiating a square, and `h3` assembles the product rule with the radial equations inserted. The calls `field_simp` and `ring` then carry out the cancellation of the $\kappa$ terms.

```lean
variable {a κ E : ℝ} {G F : ℝ → ℝ}

/-- Along a bound state the virial function changes at the rate `E (G² + F²) - (G² - F²)`. -/
theorem virialFn_hasDerivAt (h : IsBoundState a κ E G F) {r : ℝ} (hr : 0 < r) :
    HasDerivAt (virialFn a κ E G F)
      (E * (G r ^ 2 + F r ^ 2) - (G r ^ 2 - F r ^ 2)) r := by
  have hsq : ∀ {f : ℝ → ℝ} {f' : ℝ}, HasDerivAt f f' r →
      HasDerivAt (fun x => f x ^ 2) (2 * f r * f') r := fun h => by
    simpa using h.fun_pow 2
  have hG := h.upper r hr
  have hF := h.lower r hr
  have h1 := ((hasDerivAt_id' r).mul_const (E + 1)).add_const a
  have h2 := ((hasDerivAt_id' r).mul_const (E - 1)).add_const a
  have h3 := ((h1.fun_mul (hsq hF)).fun_add (h2.fun_mul (hsq hG))).fun_sub
    ((hG.const_mul (2 * κ)).fun_mul hF)
  refine h3.congr_deriv ?_
  field_simp
  ring
```

Next comes the estimate with the constant $C$. The statements `b1` and `b2` bound the two coefficients, and `b3` bounds the mixed term through $(G\pm F)^2\ge0$. The inequalities `p1` to `p6` combine them.

```lean
/-- For `r ≥ 1` the absolute value of the virial function is at most a constant times `r (G² + F²)`.
-/
theorem abs_virialFn_le (a κ E : ℝ) (G F : ℝ → ℝ) {r : ℝ} (hr : 1 ≤ r) :
    |virialFn a κ E G F r| ≤ (|E| + 1 + |a| + |κ|) * r * (G r ^ 2 + F r ^ 2) := by
  have hr0 : 0 ≤ r := by linarith
  have e1 := mul_nonneg hr0 (sub_nonneg.2 (le_abs_self E))
  have e2 := mul_nonneg hr0 (sub_nonneg.2 (neg_abs_le E))
  have e3 := mul_nonneg (abs_nonneg a) (sub_nonneg.2 hr)
  have e4 := le_abs_self a
  have e5 := neg_abs_le a
  have b1 : |r * (E + 1) + a| ≤ r * (|E| + 1 + |a|) :=
    abs_le.2 ⟨by nlinarith, by nlinarith⟩
  have b2 : |r * (E - 1) + a| ≤ r * (|E| + 1 + |a|) :=
    abs_le.2 ⟨by nlinarith, by nlinarith⟩
  have b3 : |2 * κ * G r * F r| ≤ |κ| * (G r ^ 2 + F r ^ 2) := by
    rw [show 2 * κ * G r * F r = κ * (2 * G r * F r) by ring, abs_mul]
    exact mul_le_mul_of_nonneg_left (abs_le.2
      ⟨by nlinarith [sq_nonneg (G r + F r)], by nlinarith [sq_nonneg (G r - F r)]⟩)
      (abs_nonneg κ)
  have p1 := mul_le_mul_of_nonneg_right (abs_le.1 b1).1 (sq_nonneg (F r))
  have p2 := mul_le_mul_of_nonneg_right (abs_le.1 b1).2 (sq_nonneg (F r))
  have p3 := mul_le_mul_of_nonneg_right (abs_le.1 b2).1 (sq_nonneg (G r))
  have p4 := mul_le_mul_of_nonneg_right (abs_le.1 b2).2 (sq_nonneg (G r))
  have p5 := mul_nonneg (mul_nonneg (abs_nonneg κ) (sub_nonneg.2 hr))
    (add_nonneg (sq_nonneg (G r)) (sq_nonneg (F r)))
  have p6 := abs_le.1 b3
  unfold virialFn
  exact abs_le.2 ⟨by linarith [p6.2], by linarith [p6.1]⟩
```

In the limit at infinity, `hint` is the integrability of $W'$, from which Mathlib supplies the limit `L`. Assuming `L` nonzero, the proof dominates $1/r$ by a constant multiple of $G^2+F^2$ beyond `max R 1`. This contradicts `not_integrableOn_Ioi_inv`, the non-integrability of $1/r$ on such a half-line.

```lean
/-- The virial function of a bound state vanishes at infinity. -/
theorem virialFn_tendsto_atTop (h : IsBoundState a κ E G F) :
    Tendsto (virialFn a κ E G F) atTop (𝓝 0) := by
  have hint : IntegrableOn
      (fun r => E * (G r ^ 2 + F r ^ 2) - (G r ^ 2 - F r ^ 2)) (Ioi 0) :=
    ((h.upper_sq.add h.lower_sq).const_mul E).sub (h.upper_sq.sub h.lower_sq)
  obtain ⟨L, hL⟩ : ∃ L, Tendsto (virialFn a κ E G F) atTop (𝓝 L) :=
    ⟨_, tendsto_limUnder_of_hasDerivAt_of_integrableOn_Ioi
      (fun r hr => virialFn_hasDerivAt h hr) hint⟩
  suffices hz : L = 0 by rwa [hz] at hL
  by_contra hne
  -- a nonzero limit would force `G² + F²` to decay no faster than `1/r`
  have hpos : 0 < |L| / 2 := half_pos (abs_pos.2 hne)
  obtain ⟨R, hR⟩ := eventually_atTop.1
    (hL.abs.eventually_const_lt (half_lt_self (abs_pos.2 hne)))
  have hdom : IntegrableOn (fun r => (|E| + 1 + |a| + |κ|) / (|L| / 2) *
      (G r ^ 2 + F r ^ 2)) (Ioi 0) := (h.upper_sq.add h.lower_sq).const_mul _
  have hsub : Ioi (max R 1) ⊆ Ioi (0 : ℝ) :=
    Ioi_subset_Ioi (zero_le_one.trans (le_max_right R 1))
  refine not_integrableOn_Ioi_inv (a := max R 1) (Integrable.mono' (hdom.mono_set hsub)
    measurable_inv.aestronglyMeasurable ?_)
  filter_upwards [ae_restrict_mem measurableSet_Ioi] with r hr
  have hr0 : 0 < r := hsub hr
  have h1 := hR r ((le_max_left R 1).trans (le_of_lt hr))
  have h2 := abs_virialFn_le a κ E G F ((le_max_right R 1).trans (le_of_lt hr))
  rw [Real.norm_of_nonneg (inv_nonneg.2 hr0.le), inv_eq_one_div, div_le_iff₀ hr0,
    div_mul_eq_mul_div, div_mul_eq_mul_div, le_div_iff₀ hpos]
  linarith
```

At the origin, the limit follows from the limits of sums and products.

```lean
/-- The virial function of a bound state tends to zero as `r → 0⁺`. -/
theorem virialFn_tendsto_zero (h : IsBoundState a κ E G F) :
    Tendsto (virialFn a κ E G F) (𝓝[>] 0) (𝓝 0) := by
  have hid : Tendsto (fun r : ℝ => r) (𝓝[>] 0) (𝓝 0) :=
    tendsto_id.mono_left nhdsWithin_le_nhds
  have key : Tendsto (virialFn a κ E G F) (𝓝[>] 0)
      (𝓝 ((0 * (E + 1) + a) * 0 ^ 2 + (0 * (E - 1) + a) * 0 ^ 2 - 2 * κ * 0 * 0)) :=
    ((((hid.mul_const (E + 1)).add_const a).mul (h.lower_zero.pow 2)).add
      (((hid.mul_const (E - 1)).add_const a).mul (h.upper_zero.pow 2))).sub
      ((h.upper_zero.const_mul (2 * κ)).mul h.lower_zero)
  simpa using key
```

## Integration over the half-line

The bound-state conditions say nothing about the values `G 0` and `F 0`, so $W(0)$ as defined need not equal its limit. `Function.update` therefore replaces that one value by zero, which makes the function continuous from the right at the origin (`hc`) and changes neither its derivative for $r>0$ (`hd`) nor its limit at infinity (`ht`). The fundamental theorem of calculus on $(0,\infty)$ then gives `key`, and linearity of the integral turns it into the virial identity.

```lean
/-- Dirac–Coulomb virial theorem: for every bound state the integral of `G² - F²` is the energy
times the integral of `G² + F²`. -/
theorem virial (h : IsBoundState a κ E G F) :
    ∫ r in Ioi 0, (G r ^ 2 - F r ^ 2) = E * ∫ r in Ioi 0, (G r ^ 2 + F r ^ 2) := by
  have i1 : IntegrableOn (fun r => E * (G r ^ 2 + F r ^ 2)) (Ioi 0) :=
    (h.upper_sq.add h.lower_sq).const_mul E
  have i2 : IntegrableOn (fun r => G r ^ 2 - F r ^ 2) (Ioi 0) := h.upper_sq.sub h.lower_sq
  -- give the virial function its limiting value at the origin
  have hc : ContinuousWithinAt (Function.update (virialFn a κ E G F) 0 0) (Ici 0) 0 := by
    have hs : Ici (0 : ℝ) \ {0} = Ioi 0 := by
      ext x
      exact ⟨fun hx => lt_of_le_of_ne hx.1 (fun e => hx.2 e.symm),
        fun hx => ⟨mem_Ici.2 (mem_Ioi.1 hx).le, (mem_Ioi.1 hx).ne'⟩⟩
    rw [continuousWithinAt_update_same, hs]
    exact virialFn_tendsto_zero h
  have hd : ∀ r ∈ Ioi (0 : ℝ), HasDerivAt (Function.update (virialFn a κ E G F) 0 0)
      (E * (G r ^ 2 + F r ^ 2) - (G r ^ 2 - F r ^ 2)) r := fun r hr => by
    refine (virialFn_hasDerivAt h hr).congr_of_eventuallyEq ?_
    filter_upwards [Ioi_mem_nhds hr] with x hx
    exact Function.update_of_ne (ne_of_gt hx) _ _
  have ht : Tendsto (Function.update (virialFn a κ E G F) 0 0) atTop (𝓝 0) := by
    refine (virialFn_tendsto_atTop h).congr' ?_
    filter_upwards [eventually_gt_atTop 0] with x hx
    exact (Function.update_of_ne (ne_of_gt hx) _ _).symm
  have key := integral_Ioi_of_hasDerivAt_of_tendsto hc hd (i1.sub i2) ht
  rw [integral_sub i1 i2, integral_const_mul, Function.update_self] at key
  linarith
```

The energy bound separates the integrals of $G^2$ and $F^2$ and uses that both are nonnegative. Positive norm is a hypothesis because the zero pair satisfies the equations for every $E$.

```lean
/-- A bound state of positive norm has energy between `-1` and `1`, in units of the rest energy. -/
theorem abs_energy_le_one (h : IsBoundState a κ E G F)
    (hN : 0 < ∫ r in Ioi 0, (G r ^ 2 + F r ^ 2)) : |E| ≤ 1 := by
  have hv := virial h
  rw [integral_sub h.upper_sq h.lower_sq] at hv
  rw [integral_add h.upper_sq h.lower_sq] at hv hN
  have hG : 0 ≤ ∫ r in Ioi 0, G r ^ 2 := integral_nonneg fun r => sq_nonneg (G r)
  have hF : 0 ≤ ∫ r in Ioi 0, F r ^ 2 := integral_nonneg fun r => sq_nonneg (F r)
  exact abs_le.2 ⟨by nlinarith, by nlinarith⟩
```

## The explicit state checked and its ratio evaluated

Three definitions introduce $g$, $G$ and $F$.

```lean
/-- The energy `g = √(1 - a²)`, for `0 < a < 1`. -/
def energy (a : ℝ) : ℝ := √(1 - a ^ 2)

/-- The upper radial function `r^g exp(-a r)`, for `r > 0`. -/
def upperFn (a r : ℝ) : ℝ := r ^ energy a * Real.exp (-a * r)

/-- The lower radial function `-((1 - g)/a) r^g exp(-a r)`, for `0 < a < 1` and `r > 0`. -/
def lowerFn (a r : ℝ) : ℝ := -((1 - energy a) / a) * upperFn a r
```

To show that this pair is a bound state, `k1` and `k2` record $ab=1-g$ and $b(1+g)=a$, and `hd` is the derivative of $G$. The last two `linear_combination` steps verify the radial equations from these identities. The limit at the origin is `hz`, and `hi` obtains the square-integrability of $G$ from the integrability of $r^{2g}e^{-2ar}$. The corresponding properties of $F$ follow because it is a constant multiple of $G$.

```lean
/-- For `0 < a < 1` the explicit pair is a bound state with `κ = -1` and energy `√(1 - a²)`. -/
theorem isBoundState_witness (h0 : 0 < a) (h1 : a < 1) :
    IsBoundState a (-1) (energy a) (upperFn a) (lowerFn a) := by
  have hp : 0 < 1 - a ^ 2 := by nlinarith
  have hg : 0 < energy a := Real.sqrt_pos.2 hp
  have hg2 : energy a ^ 2 = 1 - a ^ 2 := Real.sq_sqrt hp.le
  have k1 : (1 - energy a) / a * a = 1 - energy a := div_mul_cancel₀ _ h0.ne'
  have k2 : (1 - energy a) / a * (1 + energy a) = a := by
    rw [div_mul_eq_mul_div, div_eq_iff h0.ne']
    linear_combination -hg2
  have hd : ∀ r, 0 < r → HasDerivAt (upperFn a) ((energy a / r - a) * upperFn a r) r := by
    intro r hr
    refine ((Real.hasDerivAt_rpow_const (p := energy a) (Or.inl hr.ne')).fun_mul
      ((hasDerivAt_id' r).const_mul (-a)).exp).congr_deriv ?_
    rw [Real.rpow_sub_one hr.ne']
    unfold upperFn
    ring
  have hz : Tendsto (upperFn a) (𝓝[>] 0) (𝓝 0) := by
    have hc : Continuous (upperFn a) :=
      (Real.continuous_rpow_const hg.le).mul (by fun_prop)
    have hv : upperFn a 0 = 0 := by simp [upperFn, Real.zero_rpow hg.ne']
    have ht := (hc.tendsto 0).mono_left (nhdsWithin_le_nhds (s := Ioi 0))
    rwa [hv] at ht
  have hi : IntegrableOn (fun r => upperFn a r ^ 2) (Ioi 0) := by
    refine (integrableOn_rpow_mul_exp_neg_mul_rpow (p := 1) (s := energy a + energy a)
      (b := a + a) (by linarith) (by norm_num) (by linarith)).congr_fun
      (fun r hr => ?_) measurableSet_Ioi
    simp only [upperFn]
    rw [Real.rpow_add hr, Real.rpow_one, show -(a + a) * r = -a * r + -a * r by ring,
      Real.exp_add]
    ring
  refine ⟨fun r hr => (hd r hr).congr_deriv ?_,
    fun r hr => ((hd r hr).const_mul (-((1 - energy a) / a))).congr_deriv ?_, hz, ?_, hi, ?_⟩
  · unfold lowerFn
    linear_combination upperFn a r * k2 + upperFn a r / r * k1
  · unfold lowerFn
    linear_combination upperFn a r * k1 - upperFn a r / r * k2
  · have ht := hz.const_mul (-((1 - energy a) / a))
    rw [mul_zero] at ht
    exact ht
  · have hk : IntegrableOn (fun r => ((1 - energy a) / a) ^ 2 * upperFn a r ^ 2) (Ioi 0) :=
      hi.const_mul _
    refine hk.congr_fun (fun r _ => ?_) measurableSet_Ioi
    simp only [lowerFn]
    ring
```

The final theorem first proves that the norm is positive: the integrand is nonnegative, and it is strictly positive for every $r>0$ because $G$ is. The quotient can then be cleared with `div_eq_iff`, and what remains is `virial` applied to this state.

```lean
/-- For the explicit bound state the integral of `G² - F²` divided by that of `G² + F²` equals
the energy `√(1 - a²)`. -/
theorem virial_ratio (h0 : 0 < a) (h1 : a < 1) :
    (∫ r in Ioi 0, (upperFn a r ^ 2 - lowerFn a r ^ 2)) /
      (∫ r in Ioi 0, (upperFn a r ^ 2 + lowerFn a r ^ 2)) = √(1 - a ^ 2) := by
  have h := isBoundState_witness h0 h1
  -- the norm is positive, so the quotient is meaningful
  have hN : 0 < ∫ r in Ioi 0, (upperFn a r ^ 2 + lowerFn a r ^ 2) := by
    refine (integral_pos_iff_support_of_nonneg
      (fun r => add_nonneg (sq_nonneg (upperFn a r)) (sq_nonneg (lowerFn a r)))
      (h.upper_sq.add h.lower_sq)).2 ?_
    refine lt_of_lt_of_le (b := (volume.restrict (Ioi (0 : ℝ))) (Ioi 0)) (by simp)
      (measure_mono fun r hr => ?_)
    have hu : 0 < upperFn a r := mul_pos (Real.rpow_pos_of_pos hr _) (Real.exp_pos _)
    exact ne_of_gt (add_pos_of_pos_of_nonneg (pow_pos hu 2) (sq_nonneg (lowerFn a r)))
  rw [div_eq_iff hN.ne']
  exact virial h

end

end DiracVirial
```

```lean
#print axioms DiracVirial.virial
#print axioms DiracVirial.abs_energy_le_one
#print axioms DiracVirial.virial_ratio
```

```
'DiracVirial.virial' depends on axioms: [propext, Classical.choice, Quot.sound]
'DiracVirial.abs_energy_le_one' depends on axioms: [propext, Classical.choice, Quot.sound]
'DiracVirial.virial_ratio' depends on axioms: [propext, Classical.choice, Quot.sound]
```
